# Complex d × d matrices obeying the gl(n) relations have a highest-weight vector when d ≥ 1

In a spin-adapted calculation over n orthonormal orbitals, an eigenvalue of the quadratic Casimir operator ∑ E_pq E_qp can be read from a single list of occupation numbers: apply the operator to a state that has definite occupation numbers and is annihilated by every raising operator, and the double sum becomes arithmetic. That step needs such a state to exist. The theorem below supplies one in the full configuration-interaction space of a finite orthonormal orbital basis. It holds for every complex matrix representation of the generators of finite, nonzero dimension; in general the eigenvalues that take the place of occupation numbers may be complex.

## Excitation operators as matrices

For electrons in orthonormal spatial orbitals, E_pq is the spin-summed operator that moves an electron from orbital q to orbital p, and E_pp counts the electrons in orbital p. Here the E_pq are any n² complex matrices of size d × d. Orbital labels run from 0 to n − 1, as in Lean's `Fin n`.

```lean
import Mathlib

open Matrix

namespace HighestWeightVectors

variable {n d : ℕ}
```

The physical input is the commutator, with δ the Kronecker delta:

E_pq E_rs − E_rs E_pq = δ_qr E_ps − δ_ps E_rq.

```lean
/-- The gl(n) commutation relations
`[E_pq, E_rs] = δ_qr E_ps - δ_ps E_rq` for `d × d` complex matrices. -/
def GLRelations (E : Fin n → Fin n → Matrix (Fin d) (Fin d) ℂ) : Prop :=
  ∀ p q r s, E p q * E r s - E r s * E p q =
    (if q = r then E p s else 0) - (if p = s then E r q else 0)
```

A state is a column of d complex numbers, of type `Fin d → ℂ`, and `*ᵥ` applies a matrix to it. A subspace W is invariant if no generator leads out of it. For electrons, the states with given total spin and spin projection form such a subspace, because the spin-summed operators do not change spin.

```lean
/-- A subspace of states that every generator maps into itself. -/
def Invariant (E : Fin n → Fin n → Matrix (Fin d) (Fin d) ℂ)
    (W : Submodule ℂ (Fin d → ℂ)) : Prop :=
  ∀ p q, ∀ x ∈ W, E p q *ᵥ x ∈ W
```

A highest-weight vector v is nonzero and satisfies

E_pq v = 0 for p < q,
E_pp v = l_p v for every p.

The list l is its weight. For electrons it holds the occupation numbers, but the definition allows any complex numbers. With this ordering, raising means moving an electron to an orbital with a smaller label.

```lean
/-- A nonzero state `v` annihilated by every `E_pq` with `p < q` and an eigenvector of every
`E_pp` with eigenvalue `l_p`. -/
structure IsHighestWeight (E : Fin n → Fin n → Matrix (Fin d) (Fin d) ℂ)
    (l : Fin n → ℂ) (v : Fin d → ℂ) : Prop where
  ne_zero : v ≠ 0
  raise : ∀ p q, p < q → E p q *ᵥ v = 0
  weight : ∀ p, E p p *ᵥ v = l p • v
```

The last two definitions are the Casimir operator and the number that will turn out to be its eigenvalue on v.

```lean
/-- The quadratic Casimir operator `∑ E_pq E_qp`. -/
def casimir (E : Fin n → Fin n → Matrix (Fin d) (Fin d) ℂ) : Matrix (Fin d) (Fin d) ℂ :=
  ∑ p, ∑ q, E p q * E q p

/-- The number `∑ l_p² + ∑_{p<q} (l_p - l_q)` formed from a weight `l`. -/
noncomputable def casimirValue (l : Fin n → ℂ) : ℂ :=
  ∑ p, l p ^ 2 + ∑ p, ∑ q, if p < q then l p - l q else 0
```

Hermiticity, E_pq† = E_qp, is not assumed, and neither is irreducibility. The theorems do not say that the weight is unique or made of integers.

## Complex amplitudes

Quantum amplitudes are complex, and the derivation uses this at its first step. Let A map a nonzero subspace W into itself. Restricted to W, it has a characteristic polynomial of positive degree, which has a complex root μ. Hence some nonzero v in W satisfies A v = μ v. In Lean, `restrict` forms the operator on W and `Module.End.exists_eigenvalue` provides the root.

```lean
/-- A matrix that preserves a nonzero subspace has an eigenvector in it. -/
theorem exists_eigenvector_mem (A : Matrix (Fin d) (Fin d) ℂ) (W : Submodule ℂ (Fin d → ℂ))
    (hW : W ≠ ⊥) (hA : ∀ x ∈ W, A *ᵥ x ∈ W) :
    ∃ μ : ℂ, ∃ v ∈ W, v ≠ 0 ∧ A *ᵥ v = μ • v := by
  have : Nontrivial W := (Submodule.nontrivial_iff_ne_bot).mpr hW
  let f : Module.End ℂ W := (Matrix.mulVecLin A).restrict (fun x hx => hA x hx)
  obtain ⟨μ, hμ⟩ := Module.End.exists_eigenvalue f
  obtain ⟨v, hv⟩ := hμ.exists_hasEigenvector
  exact ⟨μ, v, v.2, fun h => hv.2 (Subtype.ext h), congrArg Subtype.val hv.apply_eq_smul⟩
```

Over the real numbers the result fails already for n = 1. The only relation then reads 0 = 0, so E_00 may be the rotation of the plane by 90°, which has no real eigenvector. Over ℂ its eigenvalues are ±i, so a weight need not be real. Such an E_00 obeys the relations but does not count electrons.

For several commuting matrices A_i, each mapping W into itself, proceed by induction. Suppose a nonzero v in W is an eigenvector of those treated so far, with eigenvalues l_i. Let U be the set of all x in W with A_i x = l_i x for these i. If A_a is the next matrix, then for x in U

A_i (A_a x) = A_a (A_i x) = l_i (A_a x),

so A_a preserves U. Since U contains v, it is nonzero, and A_a has an eigenvector in it. The Lean proof runs the same induction over a finite set of indices; `Function.update` records the new eigenvalue.

```lean
/-- Commuting matrices that preserve a nonzero subspace have a common eigenvector in it. -/
theorem exists_common_eigenvector (A : Fin n → Matrix (Fin d) (Fin d) ℂ)
    (hc : ∀ i j, A i * A j = A j * A i) (W : Submodule ℂ (Fin d → ℂ)) (hW : W ≠ ⊥)
    (hA : ∀ i, ∀ x ∈ W, A i *ᵥ x ∈ W) :
    ∃ l : Fin n → ℂ, ∃ v ∈ W, v ≠ 0 ∧ ∀ i, A i *ᵥ v = l i • v := by
  have key : ∀ s : Finset (Fin n), ∃ l : Fin n → ℂ, ∃ v ∈ W, v ≠ 0 ∧
      ∀ i ∈ s, A i *ᵥ v = l i • v := by
    intro s
    induction s using Finset.induction_on with
    | empty =>
      obtain ⟨v, hv, h0⟩ := Submodule.exists_mem_ne_zero_of_ne_bot hW
      exact ⟨0, v, hv, h0, by simp⟩
    | insert a s _ ih =>
      obtain ⟨l, v, hv, h0, hl⟩ := ih
      -- the joint eigenspace found so far is preserved by the next matrix
      let U : Submodule ℂ (Fin d → ℂ) :=
        { carrier := {x | x ∈ W ∧ ∀ i ∈ s, A i *ᵥ x = l i • x}
          add_mem' := fun {x y} hx hy => ⟨W.add_mem hx.1 hy.1, fun i hi => by
            rw [Matrix.mulVec_add, hx.2 i hi, hy.2 i hi, smul_add]⟩
          zero_mem' := ⟨W.zero_mem, fun i _ => by simp⟩
          smul_mem' := fun c x hx => ⟨W.smul_mem c hx.1, fun i hi => by
            rw [Matrix.mulVec_smul, hx.2 i hi, smul_comm]⟩ }
      have hU : U ≠ ⊥ := fun h => h0 ((Submodule.eq_bot_iff U).mp h v ⟨hv, hl⟩)
      obtain ⟨μ, w, hw, hw0, hμ⟩ := exists_eigenvector_mem (A a) U hU
        (fun x hx => ⟨hA a x hx.1, fun i hi => by
          rw [Matrix.mulVec_mulVec, hc i a, ← Matrix.mulVec_mulVec, hx.2 i hi,
            Matrix.mulVec_smul]⟩)
      refine ⟨Function.update l a μ, w, hw.1, hw0, fun i hi => ?_⟩
      by_cases hia : i = a
      · rw [hia, Function.update_self]
        exact hμ
      · rw [Function.update_of_ne hia]
        exact hw.2 i ((Finset.mem_insert.mp hi).resolve_left hia)
  obtain ⟨l, v, hv, h0, h⟩ := key Finset.univ
  exact ⟨l, v, hv, h0, fun i => h i (Finset.mem_univ i)⟩
```

## The commutation relations

The relations say that the matrices move electrons between orbitals consistently with the number operators. They enter the derivation three times: the number operators commute, E_pq shifts weights, and the Casimir products can be reordered.

For the first, [E_pp, E_rr] = δ_pr (E_pr − E_rp), which vanishes whether or not p = r. For the second,

[E_rr, E_pq] = δ_rp E_rq − δ_rq E_pr = (δ_rp − δ_rq) E_pq.

If E_rr v = l_r v for all r, it follows that

E_rr (E_pq v) = (l_r + δ_rp − δ_rq) E_pq v.

If E_pq v is nonzero, it therefore has a weight in which one unit of occupation has moved from q to p. In `weight_shift`, the auxiliary equations `e1` and `e2` turn the conditional matrices into multiples of E_pq, and `module` collects the coefficients.

```lean
variable {E : Fin n → Fin n → Matrix (Fin d) (Fin d) ℂ} {l : Fin n → ℂ} {v : Fin d → ℂ}

/-- If `E_rr v = l_r v` for every `r`, then `E_pq v` (which may be zero) satisfies the same
equations with one added to `l_p` and one taken from `l_q`. -/
theorem weight_shift (hE : GLRelations E) (hv : ∀ r, E r r *ᵥ v = l r • v) (p q r : Fin n) :
    E r r *ᵥ (E p q *ᵥ v) =
      (l r + (if r = p then 1 else 0) - (if r = q then 1 else 0)) • (E p q *ᵥ v) := by
  have h := sub_eq_iff_eq_add'.mp (hE r r p q)
  have e1 : (if r = p then E r q else 0) = (if r = p then (1 : ℂ) else 0) • E p q := by
    split_ifs with h
    · rw [h, one_smul]
    · rw [zero_smul]
  have e2 : (if r = q then E p r else 0) = (if r = q then (1 : ℂ) else 0) • E p q := by
    split_ifs with h
    · rw [h, one_smul]
    · rw [zero_smul]
  rw [Matrix.mulVec_mulVec, h, e1, e2, Matrix.add_mulVec, ← Matrix.mulVec_mulVec, hv r,
    Matrix.mulVec_smul, Matrix.sub_mulVec, Matrix.smul_mulVec, Matrix.smul_mulVec]
  module
```

Without the relations there may be no highest-weight vector, even in one dimension. Take n = 2, d = 1, E_01 = 1 and the other three matrices zero. Then E_01 v = v for every v, so no nonzero vector is annihilated. One broken relation is [E_00, E_01] = E_01, whose left side is 0 and whose right side is 1.

## Finite dimension and an invariant subspace

A finite orbital basis gives a finite-dimensional space of many-electron states, and therefore finitely many weights. This is what stops the raising process.

Let the matrices satisfy the gl(n) relations, and let W be nonzero and invariant. The number operators commute and preserve W, so W contains a common eigenvector and at least one weight occurs. Each l_r is one of the at most d eigenvalues of E_rr, so at most dⁿ weights occur. Choose one that maximises

h(l) = −∑_r r Re l_r,

and let v in W be a nonzero vector with that weight. Take p < q and suppose E_pq v ≠ 0. This vector lies in W by invariance, and its weight is l with one unit moved from q to p. The value of h has changed by

−p + q > 0,

which contradicts the choice of l. So E_pq v = 0 for every p < q.

In the proof, `S` is the set of weights occurring in W, `hfin` is its finiteness, and `Set.exists_max_image` selects the maximum. The real part is needed because complex weights have no useful order. The final `linarith` compares q − p > 0 with the maximality inequality `hle`.

```lean
/-- Every nonzero invariant subspace contains a highest-weight vector. -/
theorem exists_highest_weight_mem (hE : GLRelations E) (W : Submodule ℂ (Fin d → ℂ))
    (hW : W ≠ ⊥) (hinv : Invariant E W) : ∃ l, ∃ v ∈ W, IsHighestWeight E l v := by
  have hc : ∀ i j, E i i * E j j = E j j * E i i := by
    intro i j
    by_cases hij : i = j
    · rw [hij]
    · have h := hE i i j j
      rw [if_neg hij, if_neg hij, sub_zero] at h
      exact sub_eq_zero.mp h
  let S : Set (Fin n → ℂ) := {l | ∃ v ∈ W, v ≠ 0 ∧ ∀ r, E r r *ᵥ v = l r • v}
  have hne : S.Nonempty :=
    exists_common_eigenvector (fun i => E i i) hc W hW (fun i => hinv i i)
  -- only finitely many weights occur
  have hfin : S.Finite := by
    refine (Set.Finite.pi' (fun r =>
      Module.End.finite_hasEigenvalue (Matrix.mulVecLin (E r r)))).subset ?_
    rintro l ⟨v, -, h0, hv⟩ r
    exact Module.End.hasEigenvalue_of_hasEigenvector
      ⟨Module.End.mem_eigenspace_iff.mpr (hv r), h0⟩
  obtain ⟨l, ⟨v, hvW, h0, hv⟩, hmax⟩ :=
    Set.exists_max_image S (fun l => ∑ r : Fin n, -(r : ℝ) * (l r).re) hfin hne
  refine ⟨l, v, hvW, h0, fun p q hpq => ?_, hv⟩
  by_contra hne0
  -- a nonzero `E_pq v` would have a still higher weight
  have hle := hmax (fun r => l r + (if r = p then 1 else 0) - (if r = q then 1 else 0))
    ⟨E p q *ᵥ v, hinv p q v hvW, hne0, weight_shift hE hv p q⟩
  have hre : ∀ r, (l r + (if r = p then 1 else 0) - (if r = q then 1 else 0) : ℂ).re =
      (l r).re + (if r = p then 1 else 0) - (if r = q then 1 else 0) := by
    intro r
    split_ifs <;> simp
  simp only [hre, mul_add, mul_sub, Finset.sum_add_distrib, Finset.sum_sub_distrib, mul_ite,
    mul_one, mul_zero, Finset.sum_ite_eq', Finset.mem_univ, if_true] at hle
  have hlt : ((p : ℕ) : ℝ) < ((q : ℕ) : ℝ) := Nat.cast_lt.mpr hpq
  linarith
```

In infinite dimension the climb may never end. For n = 2, let E_pq act as x_p ∂/∂x_q on the span of the functions x_0ᵏ x_1^(1/2 − k), with k any integer and x_0, x_1 > 0. The relations hold, and

E_01 x_0ᵏ x_1^(1/2 − k) = (1/2 − k) x_0ᵏ⁺¹ x_1^(−1/2 − k).

The factor 1/2 − k is never zero and different k give linearly independent functions, so E_01 annihilates no nonzero vector. This is a purely mathematical example: its weights (k, 1/2 − k) are not electron occupations.

Invariance matters as well. Let two orbitals hold one electron of fixed spin, with basis states e_0 and e_1. The span of e_1 alone is not invariant, because E_01 e_1 = e_0, and it contains no highest-weight vector.

## At least one state

The condition d ≥ 1 says that the model has a nonzero state. It is used once, to make the whole space a nonzero subspace; the whole space is trivially invariant, so the previous theorem applies with `W` equal to `⊤`. For d = 0 the only vector is zero and the conclusion is false.

```lean
/-- Matrices of size `d ≥ 1` that satisfy the gl(n) relations have a highest-weight vector. -/
theorem exists_highest_weight (hd : 1 ≤ d) (hE : GLRelations E) :
    ∃ l v, IsHighestWeight E l v := by
  have : Nonempty (Fin d) := ⟨⟨0, hd⟩⟩
  obtain ⟨l, v, -, h⟩ := exists_highest_weight_mem hE ⊤ top_ne_bot
    (fun _ _ _ _ => Submodule.mem_top)
  exact ⟨l, v, h⟩
```

## The Casimir value on the state found

Now let v be a highest-weight vector of weight l. The terms of ∑ E_pq E_qp fall into three groups.

For p = q, the term gives E_pp E_pp v = l_p² v.

For p > q, the operator E_qp acts first and is a raising operator, so the term gives 0.

For p < q, the commutation relations give

E_pq E_qp v = E_qp E_pq v + (E_pp − E_qq) v = (l_p − l_q) v,

because E_pq v = 0. Adding the groups,

∑ E_pq E_qp v = [∑_p l_p² + ∑_{p<q} (l_p − l_q)] v.

The Lean proof makes the same division with `lt_trichotomy`, then sums the terms. It uses every part of the highest-weight condition except that v is nonzero; that part makes the number a genuine eigenvalue.

```lean
/-- A highest-weight vector is an eigenvector of the Casimir operator with eigenvalue
`∑ l_p² + ∑_{p<q} (l_p - l_q)`. -/
theorem casimir_highest_weight (hE : GLRelations E) (hv : IsHighestWeight E l v) :
    casimir E *ᵥ v = casimirValue l • v := by
  have key : ∀ p q, (E p q * E q p) *ᵥ v =
      ((if p = q then l p ^ 2 else 0) + (if p < q then l p - l q else 0)) • v := by
    intro p q
    rcases lt_trichotomy p q with h | h | h
    · have h1 := hE p q q p
      rw [if_pos rfl, if_pos rfl] at h1
      rw [sub_eq_iff_eq_add'.mp h1, Matrix.add_mulVec, ← Matrix.mulVec_mulVec,
        hv.raise p q h, Matrix.mulVec_zero, Matrix.sub_mulVec, hv.weight p, hv.weight q,
        if_neg h.ne, if_pos h]
      module
    · subst h
      rw [← Matrix.mulVec_mulVec, hv.weight, Matrix.mulVec_smul, hv.weight, if_pos rfl,
        if_neg (lt_irrefl _)]
      module
    · rw [← Matrix.mulVec_mulVec, hv.raise q p h, Matrix.mulVec_zero, if_neg h.ne',
        if_neg (lt_asymm h), add_zero, zero_smul]
  have hsum : ∀ A : Fin n → Matrix (Fin d) (Fin d) ℂ, (∑ i, A i) *ᵥ v = ∑ i, A i *ᵥ v :=
    fun A => map_sum (AddMonoidHom.mk' (fun M : Matrix (Fin d) (Fin d) ℂ => M *ᵥ v)
      (fun a b => Matrix.add_mulVec a b v)) A Finset.univ
  simp only [casimir, hsum, key, ← Finset.sum_smul]
  congr 1
  simp [casimirValue, Finset.sum_add_distrib]
```

Two electrons in two orbitals, coupled to a singlet, show the numbers. Let u_0 be the normalised state with both electrons in orbital 0, u_1 the open-shell singlet, and u_2 the state with both in orbital 1. With suitable phases,

E_01 u_0 = 0, E_01 u_1 = √2 u_0, E_01 u_2 = √2 u_1,
E_10 u_0 = √2 u_1, E_10 u_1 = √2 u_2, E_10 u_2 = 0.

The weights are (2, 0), (1, 1) and (0, 2), and h takes the values 0, −1 and −2. The maximum selects u_0, which E_01 indeed annihilates. The formula gives

2² + 0² + (2 − 0) = 6.

Term by term on u_0, E_00² contributes 4, E_11² contributes 0, E_01 E_10 contributes √2 · √2 = 2, and E_10 E_01 contributes 0, again 6 in total. On u_1 the four contributions are 1, 1, 2 and 2, with the same sum. That the value is shared by every state of an irreducible block follows from Schur's lemma together with the fact that the Casimir operator commutes with every generator, further steps which the theorems here do not include.

## One electron in n orbitals

The matrix units are a simple example of matrices obeying the relations: E_pq has a 1 in row p and column q, and zeros elsewhere. They describe one electron of fixed spin in n orbitals, with d = n. Their product rule is

E_pq E_rs = δ_qr E_ps,

and subtracting the product in the opposite order gives the commutator required. The Lean proof establishes the product rule first and then treats the cases of equal and unequal indices. For n ≥ 1 the state e_0, with the electron in orbital 0, is a highest-weight vector of weight (1, 0, …, 0), and its Casimir value is 1 + (n − 1) = n.

```lean
/-- The `n × n` matrix units satisfy the gl(n) relations. -/
theorem matrixUnits_witness (n : ℕ) :
    GLRelations (fun p q : Fin n => Matrix.single p q (1 : ℂ)) := by
  have h : ∀ p q r s : Fin n, Matrix.single p q (1 : ℂ) * Matrix.single r s (1 : ℂ) =
      if q = r then Matrix.single p s (1 : ℂ) else 0 := by
    intro p q r s
    split_ifs with h
    · subst h
      simp
    · simp [h]
  intro p q r s
  simp only [h]
  by_cases hs : p = s
  · simp [hs]
  · simp [hs, Ne.symm hs]

end HighestWeightVectors
```

```lean
#print axioms HighestWeightVectors.exists_highest_weight
#print axioms HighestWeightVectors.casimir_highest_weight
```

```
'HighestWeightVectors.exists_highest_weight' depends on axioms: [propext, Classical.choice, Quot.sound]
'HighestWeightVectors.casimir_highest_weight' depends on axioms: [propext, Classical.choice, Quot.sound]
```
